# The Curvature of a Gauge Potential Transforms by Conjugation

We take fields to be elements of a ring $R$, in general noncommutative, and partial derivatives to be maps on $R$ known only through their algebraic rules. No points, coordinates or limits enter. For each direction $j$ there is an additive map $d_j : R \to R$ with

$$d_j(ab) = (d_j a)\,b + a\,(d_j b), \qquad d_j d_k a = d_k d_j a .$$

Smooth matrix-valued functions on a region of space are the physical case in mind.

A potential assigns an element $A_j \in R$ to each direction. Its covariant derivative and curvature (field strength) are

$$D_j\psi = d_j\psi + A_j\psi, \qquad F_{jk} = d_jA_k - d_kA_j + [A_j,A_k],$$

where $\psi \in R$ and $[a,b] = ab - ba$. An invertible $g \in R$ changes the potential to

$$A'_j = g A_j g^{-1} - (d_j g)\,g^{-1}.$$

With $D'_j$ and $F'_{jk}$ formed from $A'$, the claim is $F'_{jk} = g F_{jk} g^{-1}$.

## Covariance from the commutator of covariant derivatives

Substituting $A'$ directly into $F'$ produces derivatives of $g^{-1}$. They need not be expanded if the covariant derivatives do the work.

First, the transformed derivative of $g\psi$ is

$$\begin{aligned}
D'_j(g\psi) &= (d_jg)\psi + g\,d_j\psi + \bigl(gA_jg^{-1} - (d_jg)g^{-1}\bigr)g\psi\\
&= (d_jg)\psi + g\,d_j\psi + gA_j\psi - (d_jg)\psi = g\,D_j\psi .
\end{aligned}$$

Secondly, two covariant derivatives in succession give

$$D_jD_k\psi = d_jd_k\psi + (d_jA_k)\psi + A_k\,d_j\psi + A_j\,d_k\psi + A_jA_k\psi .$$

The first term is symmetric in $j$ and $k$ because the derivatives commute, and so is the sum of the third and fourth. Subtracting the expression with $j$ and $k$ exchanged leaves

$$[D_j,D_k]\psi = F_{jk}\psi .$$

This identity holds for every potential, so it also holds for $A'$. Apply it to the field $gg^{-1} = 1$ and move $g$ to the left twice:

$$F'_{jk} = [D'_j,D'_k](gg^{-1}) = g\,[D_j,D_k]g^{-1} = gF_{jk}g^{-1}.$$

Three further results are proved in Lean below.

- **Pure gauges are flat.** For $A = 0$ the curvature vanishes, so $A'_j = -(d_jg)g^{-1}$ has zero curvature as well.
- **Transformations compose.** For invertible $g$ and $h$,
$$\begin{aligned}
&ghA_jh^{-1}g^{-1} - \bigl((d_jg)h + g\,d_jh\bigr)h^{-1}g^{-1}\\
&\quad= g\bigl(hA_jh^{-1} - (d_jh)h^{-1}\bigr)g^{-1} - (d_jg)g^{-1},
\end{aligned}$$
so transforming by $gh$ is transforming by $h$ and then by $g$.
- **Traces are invariant.** If $\tau(ab) = \tau(ba)$, then $\tau(F'_{jk}F'_{lm}) = \tau(gF_{jk}F_{lm}g^{-1}) = \tau(F_{jk}F_{lm})$.

The same argument gives a neighbouring result. Since $[D_l, F_{jk}]\psi = (d_lF_{jk} + [A_l,F_{jk}])\psi$, letting the transformed operators act on $gg^{-1}$ shows that $d_lF_{jk} + [A_l,F_{jk}]$ is also conjugated by $g$. The Lean file does not include this extension.

## Electromagnetic conventions and range of validity

The potential here absorbs the coupling constant and the factor of $i$. In SI units, for a particle of charge $q$ in a vector potential $\mathcal A_j$, set $A_j = -iq\mathcal A_j/\hbar$ and $g = e^{iq\chi/\hbar}$ with $\chi$ a real function; the rule then reads $\mathcal A'_j = \mathcal A_j + \partial_j\chi$. In this commutative case conjugation does nothing, and the magnetic field is unchanged. That is the gauge freedom used in electronic-structure work with a prescribed classical magnetic field, here for exact continuum derivatives; finite-difference derivatives generally violate the Leibniz rule and fall outside the hypotheses.

The element $g$ need not be unitary. The theorems contain no field equations, action integral or quantised gauge field, and they do not say that every flat potential is a pure gauge.

## Derivatives, potentials and curvature in Lean

```lean
import Mathlib

open MvPolynomial

namespace GaugeCovariance

noncomputable section
```

The structure `Partials` records the derivative rules. Mathlib's `Derivation` requires a commutative algebra, which would exclude matrix fields.

```lean
/-- Commuting partial derivatives on a ring of (possibly matrix-valued) fields:
additive maps that obey the Leibniz rule and commute with each other. -/
structure Partials (ι R : Type*) [Ring R] where
  /-- The derivative in direction `j`. -/
  d : ι → R →+ R
  leibniz : ∀ j a b, d j (a * b) = d j a * b + a * d j b
  comm : ∀ j k a, d j (d k a) = d k (d j a)
```

Here `ι` labels the directions and may be any type. The type `Rˣ` consists of the invertible elements of `R`, each stored with its inverse; `(g : R)` is the element itself and `(↑g⁻¹ : R)` its inverse, both regarded as fields.

```lean
variable {ι R : Type*} [Ring R] (P : Partials ι R)

/-- The gauge-transformed potential `A'_j = g A_j g⁻¹ - (d_j g) g⁻¹`. -/
def gauge (g : Rˣ) (A : ι → R) (j : ι) : R :=
  (g : R) * A j * (↑g⁻¹ : R) - P.d j (g : R) * (↑g⁻¹ : R)
```

The field `ψ` lies in the same ring as the potential. When `R` consists of matrices, a column of wavefunction components can be placed in one column of a matrix, with zeros elsewhere.

```lean
/-- The covariant derivative `D_j ψ = d_j ψ + A_j ψ`. -/
def covD (A : ι → R) (j : ι) (ψ : R) : R := P.d j ψ + A j * ψ

/-- The curvature (field strength) `F_jk = d_j A_k - d_k A_j + [A_j, A_k]`. -/
def curvature (A : ι → R) (j k : ι) : R :=
  P.d j (A k) - P.d k (A j) + (A j * A k - A k * A j)
```

## The two identities and the main theorem

The first identity is $D'_j(g\psi) = gD_j\psi$. The call to `simp only` applies the Leibniz rule, multiplies out and cancels $g^{-1}g$; `abel` then cancels the two terms containing $d_jg$.

```lean
/-- The covariant derivative of the transformed field `g ψ`, taken with the transformed
potential, is `g` times the original covariant derivative. -/
theorem covD_gauge (g : Rˣ) (A : ι → R) (j : ι) (ψ : R) :
    covD P (gauge P g A) j ((g : R) * ψ) = (g : R) * covD P A j ψ := by
  simp only [covD, gauge, P.leibniz, sub_mul, mul_add, mul_assoc,
    Units.inv_mul_cancel_left]
  abel
```

For the commutator identity, `P.comm` exchanges the second derivatives of `ψ`, and `noncomm_ring` collects the remaining terms without changing the order of any product.

```lean
/-- The commutator of two covariant derivatives acts on a field as multiplication by the
curvature. -/
theorem covD_commutator (A : ι → R) (j k : ι) (ψ : R) :
    covD P A j (covD P A k ψ) - covD P A k (covD P A j ψ) = curvature P A j k * ψ := by
  simp only [covD, curvature, map_add, P.leibniz]
  rw [P.comm j k ψ]
  noncomm_ring
```

The main theorem joins the two.

```lean
/-- Gauge covariance of the curvature: `F'_jk = g F_jk g⁻¹`. -/
theorem curvature_gauge (g : Rˣ) (A : ι → R) (j k : ι) :
    curvature P (gauge P g A) j k = (g : R) * curvature P A j k * (↑g⁻¹ : R) := by
  -- let the transformed commutator act on the field `g * g⁻¹ = 1`
  have h := covD_commutator P (gauge P g A) j k ((g : R) * (↑g⁻¹ : R))
  -- move `g` to the left through all covariant derivatives
  simp only [covD_gauge] at h
  rw [← mul_sub, covD_commutator, Units.mul_inv, mul_one] at h
  rw [← h, mul_assoc]
```

The proof turns on the form in which the number one is written. The lemma `covD_gauge` rewrites only a covariant derivative applied to a visible product `g * ψ`. Supplying the field as `g * g⁻¹` creates that pattern, with `g⁻¹` in the role of `ψ`. After the inner derivative is rewritten, its result again begins with `g`, so the same lemma applies to the outer one. Restricting the simplifier with `simp only [covD_gauge]` matters, because the full simplifier could first reduce `g * g⁻¹` to `1` and destroy the pattern. The product is collapsed by `Units.mul_inv` only after `g` has been moved out.

## Flatness, composition and invariant traces

The pure gauge potential is recognised as the transform of the zero potential, and the main theorem reduces its curvature to zero.

```lean
/-- The pure gauge potential `A_j = -(d_j g) g⁻¹` has zero curvature. -/
theorem curvature_pure_gauge (g : Rˣ) (j k : ι) :
    curvature P (fun i => -(P.d i (g : R) * (↑g⁻¹ : R))) j k = 0 := by
  have e : gauge P g (fun _ => 0) = fun i => -(P.d i (g : R) * (↑g⁻¹ : R)) := by
    funext i
    simp [gauge]
  rw [← e, curvature_gauge]
  simp [curvature]
```

Composition follows from expanding the Leibniz rule for the product, as in the calculation above.

```lean
/-- Transforming a potential by `h` and then by `g` is the same as transforming it once
by the product `g h`. -/
theorem gauge_mul (g h : Rˣ) (A : ι → R) :
    gauge P (g * h) A = gauge P g (gauge P h A) := by
  funext j
  simp only [gauge, Units.val_mul, mul_inv_rev, P.leibniz, mul_sub, sub_mul, add_mul,
    mul_assoc, Units.mul_inv_cancel_left]
  abel
```

In the trace theorem `τ` may be any function with the cyclic property; linearity is not needed. For matrix fields, the matrix trace taken at each point is the usual choice.

```lean
/-- For every function `τ` with the cyclic property of a trace, the quadratic field
expression `τ (F_jk F_lm)` is gauge invariant. -/
theorem trace_curvature_sq_gauge {S : Type*} (τ : R → S)
    (hτ : ∀ a b, τ (a * b) = τ (b * a)) (g : Rˣ) (A : ι → R) (j k l m : ι) :
    τ (curvature P (gauge P g A) j k * curvature P (gauge P g A) l m)
      = τ (curvature P A j k * curvature P A l m) := by
  rw [curvature_gauge, curvature_gauge]
  -- the inner factors `g⁻¹ g` cancel, the outer ones cancel by cyclicity
  have e : (g : R) * curvature P A j k * (↑g⁻¹ : R)
      * ((g : R) * curvature P A l m * (↑g⁻¹ : R))
      = (g : R) * (curvature P A j k * curvature P A l m * (↑g⁻¹ : R)) := by
    simp only [mul_assoc, Units.inv_mul_cancel_left]
  rw [e, hτ (g : R) _]
  simp only [mul_assoc, Units.inv_mul, mul_one]
```

## A shear acting on constant matrix potentials

For a concrete case, let $R$ be the $2\times2$ matrices whose entries are complex polynomials in $x_0$ and $x_1$.

```lean
/-- Two-by-two matrix fields with polynomial entries in two coordinates. -/
abbrev MatrixField := Matrix (Fin 2) (Fin 2) (MvPolynomial (Fin 2) ℂ)
```

Commutation of the polynomial derivatives is proved by induction: for constants, for sums, and for multiplication by a coordinate, whose second derivatives vanish.

```lean
/-- Partial derivatives of polynomials in two coordinates commute. -/
theorem pderiv_comm (j k : Fin 2) (p : MvPolynomial (Fin 2) ℂ) :
    pderiv j (pderiv k p) = pderiv k (pderiv j p) := by
  induction p using MvPolynomial.induction_on with
  | C a => simp
  | add p q hp hq => simp only [map_add, hp, hq]
  | mul_X p i ih =>
    -- second derivatives of a coordinate vanish
    have hx : ∀ a b : Fin 2,
        pderiv a (pderiv b (X i : MvPolynomial (Fin 2) ℂ)) = 0 := by
      intro a b
      rcases eq_or_ne i b with rfl | h
      · simp
      · rw [pderiv_X_of_ne h, map_zero]
    simp only [Derivation.leibniz, map_add, smul_eq_mul, hx, ih]
    ring
```

Differentiating each matrix entry then satisfies all the rules in `Partials`.

```lean
/-- The entrywise partial derivatives of matrix fields. -/
def matrixPartials : Partials (Fin 2) MatrixField where
  d j :=
    { toFun := fun M => Matrix.of fun a b => pderiv j (M a b)
      map_zero' := Matrix.ext fun a b => by simp
      map_add' := fun M N => Matrix.ext fun a b => by simp }
  leibniz j M N := Matrix.ext fun a b => by
    simp [Matrix.mul_apply, Fin.sum_univ_two, Derivation.leibniz]
    ring
  comm j k M := Matrix.ext fun a b => pderiv_comm j k (M a b)
```

The example illustrates the algebra only: its potentials are not anti-Hermitian, as those of a unitary gauge theory would be. They are constant but do not commute:

$$A_0 = \begin{pmatrix}0&1\\0&0\end{pmatrix},\qquad A_1 = \begin{pmatrix}0&0\\1&0\end{pmatrix},\qquad F_{01} = [A_0,A_1] = \begin{pmatrix}1&0\\0&-1\end{pmatrix}.$$

```lean
/-- Constant potentials: the raising matrix in direction 0, the lowering matrix in
direction 1. -/
def ladderPotential : Fin 2 → MatrixField :=
  ![!![0, 1; 0, 0], !![0, 0; 1, 0]]
```

The gauge transformation depends on position. Its inverse is again polynomial, so it is a unit of the ring, although it is not unitary.

```lean
/-- The position-dependent gauge transformation with rows `(1, x₀)` and `(0, 1)`. -/
def shear : MatrixFieldˣ where
  val := !![1, X 0; 0, 1]
  inv := !![1, -X 0; 0, 1]
  val_inv := by simp [Matrix.one_fin_two]
  inv_val := by simp [Matrix.one_fin_two]
```

By hand, the shear removes the first component of the potential and makes the second depend on position:

$$A'_0 = 0,\qquad A'_1 = \begin{pmatrix}x_0&-x_0^2\\1&-x_0\end{pmatrix},\qquad F'_{01} = d_0A'_1 = \begin{pmatrix}1&-2x_0\\0&-1\end{pmatrix}.$$

The curvature that came entirely from a commutator in the first gauge comes entirely from a derivative in the second. Lean reaches the same matrix by another route: it computes the original curvature entry by entry, applies `curvature_gauge`, and multiplies out the conjugation.

```lean
/-- The constant ladder potentials have curvature `diag(1, -1)`, and the shear transforms
it into the matrix with rows `(1, -2 x₀)` and `(0, -1)`. -/
theorem curvature_gauge_witness :
    curvature matrixPartials ladderPotential 0 1 = !![1, 0; 0, -1] ∧
    curvature matrixPartials (gauge matrixPartials shear ladderPotential) 0 1
      = !![1, -2 * X 0; 0, -1] := by
  have h : curvature matrixPartials ladderPotential 0 1 = !![1, 0; 0, -1] := by
    apply Matrix.ext
    intro a b
    fin_cases a <;> fin_cases b <;>
      simp [curvature, matrixPartials, ladderPotential]
  refine ⟨h, ?_⟩
  have hv : (shear : MatrixField) = !![1, X 0; 0, 1] := rfl
  have hi : ((shear⁻¹ : MatrixFieldˣ) : MatrixField) = !![1, -X 0; 0, 1] := rfl
  rw [curvature_gauge, h, hv, hi]
  apply Matrix.ext
  intro a b
  fin_cases a <;> fin_cases b <;>
    simp [Matrix.mul_apply, Fin.sum_univ_two]
  ring

end

end GaugeCovariance
```

```lean
#print axioms GaugeCovariance.curvature_pure_gauge
#print axioms GaugeCovariance.gauge_mul
#print axioms GaugeCovariance.trace_curvature_sq_gauge
```

```
'GaugeCovariance.curvature_pure_gauge' depends on axioms: [propext, Quot.sound]
'GaugeCovariance.gauge_mul' depends on axioms: [propext, Quot.sound]
'GaugeCovariance.trace_curvature_sq_gauge' depends on axioms: [propext]
```
